# Pressure terms in the second derivative of the enthalpy with respect to Lagrangian strain

Suppose that a crystal has been relaxed at pressure \(P\), and that an electronic-structure code has then computed the energies of slightly strained cells. The Lagrangian strains of these cells are \(tA\), with a fixed symmetric matrix \(A\) and a small amplitude \(t\). A polynomial fit of the energy per relaxed volume against \(t\) gives its second derivative at \(t=0\), written \(K(A,A)\). Before the sign of this number is used to judge stability at fixed pressure, two terms have to be added:

\[
K(A,A) + P(\operatorname{tr}A)^2 - 2P\operatorname{tr}(A^2).
\]

The sum is the second derivative of the enthalpy along \(A\), for static energies, homogeneous strains and a constant hydrostatic pressure. The correction can change the verdict. For a shear with \(A_{ij}=A_{ji}=1\), \(i\neq j\), and all other entries zero, the trace vanishes and \(\operatorname{tr}(A^2)=2\), so the sum is \(K(A,A)-4P\). At positive pressure it can be negative although the energy itself curves upwards.

## Energy and volume along a line of strains

Let a homogeneous deformation have gradient \(F\) with \(\det F>0\), and let \(I\) be the identity matrix. The Lagrangian strain is \(\eta=\tfrac12(F^{\mathsf T}F-I)\). Then \(\det(I+2\eta)=(\det F)^2\), and the ratio of deformed to undeformed volume is \(\sqrt{\det(I+2\eta)}\). With \(w(\eta)\) the energy per undeformed volume, the enthalpy per undeformed volume is

\[
H(\eta)=w(\eta)+P\sqrt{\det(I+2\eta)}.
\]

The undeformed state, \(\eta=0\), is the crystal already under load. We assume that \(w\) is twice continuously differentiable there, that its first derivative along \(A\) is \(-P\operatorname{tr}A\), and that its second derivative is the bilinear form \(K\). The condition on the first derivative says that the stress in the crystal is hydrostatic and balances the external pressure: to first order the relative volume change is \(\operatorname{tr}A\), and the energy changes by \(-P\) times it.

**The determinant.** For a square matrix \(B\), \(\det(I+tB)\) is a polynomial in \(t\), which we write as

\[
\det(I+tB)=1+t\operatorname{tr}B+c\,t^2+O(t^3).
\]

To find \(c\), multiply the values at \(t\) and \(-t\). Since \((I+tB)(I-tB)=I-t^2B^2\),

\[
\det(I+tB)\det(I-tB)=\det(I-t^2B^2)=1-t^2\operatorname{tr}(B^2)+O(t^4).
\]

The coefficient of \(t^2\) on the left is \(2c-(\operatorname{tr}B)^2\). Hence \(2c=(\operatorname{tr}B)^2-\operatorname{tr}(B^2)\), and this is the second derivative of the determinant at \(t=0\).

**The volume ratio.** Put \(B=2A\) and \(p(t)=\det(I+2tA)\). Then

\[
p(0)=1,\qquad p'(0)=2\operatorname{tr}A,\qquad p''(0)=4(\operatorname{tr}A)^2-4\operatorname{tr}(A^2).
\]

Near \(t=0\) the polynomial is positive, and \((\sqrt p)'=p'/(2\sqrt p)\). This gives \((\sqrt p)'(0)=\operatorname{tr}A\). Differentiating once more,

\[
(\sqrt p)''(0)=\frac{p''(0)}{2}-\frac{p'(0)^2}{4}
=(\operatorname{tr}A)^2-2\operatorname{tr}(A^2).
\]

**The enthalpy.** By the chain rule, \(t\mapsto w(tA)\) has first derivative \(-P\operatorname{tr}A\) and second derivative \(K(A,A)\) at \(t=0\). Adding \(P\) times the volume ratio gives

\[
\frac{d}{dt}H(tA)\Big|_{0}=-P\operatorname{tr}A+P\operatorname{tr}A=0,
\]
\[
\frac{d^2}{dt^2}H(tA)\Big|_{0}=K(A,A)+P(\operatorname{tr}A)^2-2P\operatorname{tr}(A^2).
\]

**Stability.** Suppose that \(H\) has a local minimum at \(\eta=0\). Then \(t\mapsto H(tA)\) has one at \(t=0\). If its second derivative there were negative, \(t=0\) would also be a local maximum. The function would be constant near \(t=0\), and its second derivative would be zero, which is a contradiction. So the second derivative is nonnegative for every \(A\).

## Strains, enthalpy and elastic data in Lean

```lean
import Mathlib

open Matrix Polynomial Topology Filter

namespace CrystalUnderPressure

noncomputable section
```

The strains form a real vector space, given as a subspace of the arrays with two indices. These arrays carry a norm in Mathlib, so derivatives with respect to strain are defined; in finite dimension they don't depend on which norm is used.

```lean
/-- The real vector space of strains: symmetric square arrays of real numbers. -/
def symmetricArrays (n : Type*) : Submodule ℝ (n → n → ℝ) where
  carrier := {η | ∀ i j, η i j = η j i}
  zero_mem' := fun _ _ => rfl
  add_mem' := fun ha hb i j => congrArg₂ (· + ·) (ha i j) (hb i j)
  smul_mem' := fun c _ ha i j => congrArg (c * ·) (ha i j)

/-- A Lagrangian strain. -/
abbrev Strain (n : Type*) := ↥(symmetricArrays n)
```

The function `mat` reads a strain as a matrix, for which determinant, trace and product are available.

```lean
/-- The strain as a matrix. -/
def mat {n : Type*} (η : Strain n) : Matrix n n ℝ := Matrix.of η.1
```

From here on, `n` is a finite index set. It has three elements for a bulk crystal, but the theorems hold for any finite size.

```lean
variable {n : Type*} [Fintype n] [DecidableEq n]

/-- The ratio of deformed to undeformed volume, `√det(1 + 2η)`, for strains with
`1 + 2η` positive definite. -/
def volumeRatio (η : Strain n) : ℝ := √(det (1 + (2 : ℝ) • mat η))
```

The formula for `volumeRatio` is written for all strains, and it has its physical meaning where \(I+2\eta\) is positive definite. This is the case near zero strain, and the theorems concern only that neighbourhood.

```lean
/-- The enthalpy: strain energy plus pressure times volume ratio. -/
def enthalpy (w : Strain n → ℝ) (P : ℝ) (η : Strain n) : ℝ := w η + P * volumeRatio η
```

The assumptions on the energy are collected in one structure.

```lean
/-- The strain energy `w` is twice continuously differentiable at zero strain, with
gradient `-P I` and Hessian `K` there. -/
structure HasElasticData (w : Strain n → ℝ) (P : ℝ)
    (K : Strain n →L[ℝ] Strain n →L[ℝ] ℝ) : Prop where
  smooth : ContDiffAt ℝ 2 w 0
  gradient : ∀ A, fderiv ℝ w 0 A = -P * trace (mat A)
  hessian : fderiv ℝ (fderiv ℝ w) 0 = K
```

The field `gradient` states the pressure balance: the derivative of `w` at zero, applied to any strain `A`, is \(-P\operatorname{tr}A\). The same `P` enters the enthalpy. The field `hessian` identifies `K` with the derivative of the derivative, so `K A A` is \(K(A,A)\). Both are assumed here; in an application they come from the relaxation and from the fitted energies. The sign of `P` is free, so hydrostatic tension is included.

## The determinant to second order

The first theorem provides a polynomial `p` that equals the determinant along the line, together with its value and first two derivatives at zero.

```lean
/-- The determinant `det(1 + tA)` is a polynomial in `t` with value `1`, slope `tr A` and
second derivative `(tr A)² - tr(A²)` at `t = 0`. -/
theorem det_line_polynomial (A : Matrix n n ℝ) :
    ∃ p : ℝ[X], (∀ t : ℝ, det (1 + t • A) = p.eval t) ∧ p.eval 0 = 1 ∧
      p.derivative.eval 0 = trace A ∧
      p.derivative.derivative.eval 0 = trace A ^ 2 - trace (A * A) := by
  have key : ∀ B : Matrix n n ℝ, ∃ q : ℝ[X], ∀ t : ℝ,
      det (1 + t • B) = 1 + trace B * t + q.eval t * t ^ 2 :=
    fun B => ⟨_, fun t => det_one_add_smul t B⟩
  obtain ⟨q, hq⟩ := key A
  obtain ⟨r, hr⟩ := key (A * A)
  -- the product of the determinants at `t` and `-t` only involves `A²`
  have hprod : ∀ t : ℝ, det (1 + t • A) * det (1 + (-t) • A)
      = det (1 + (-t ^ 2) • (A * A)) := by
    intro t
    have hm : (1 + t • A) * (1 + (-t) • A) = 1 + (-t ^ 2) • (A * A) := by
      simp only [add_mul, mul_add, one_mul, mul_one, Matrix.smul_mul, Matrix.mul_smul]
      module
    rw [← det_mul, hm]
  simp only [hq, hr] at hprod
  have hpoly : (X : ℝ[X]) ^ 2 * (q + q.comp (-X) - C (trace A ^ 2)
      + X * C (trace A) * (q.comp (-X) - q) + X ^ 2 * q * q.comp (-X))
      = X ^ 2 * (-C (trace (A * A)) + X ^ 2 * r.comp (-X ^ 2)) := by
    refine Polynomial.funext fun t => ?_
    simp only [eval_mul, eval_add, eval_sub, eval_neg, eval_pow, eval_X, eval_C, eval_comp]
    linear_combination hprod t
  have h0 := congrArg (Polynomial.eval 0) (mul_left_cancel₀ (pow_ne_zero 2 X_ne_zero) hpoly)
  simp only [eval_mul, eval_add, eval_sub, eval_neg, eval_pow, eval_X, eval_C, eval_comp,
    neg_zero] at h0
  refine ⟨1 + C (trace A) * X + q * X * X, fun t => ?_, by simp, by simp, ?_⟩
  · rw [hq]
    simp only [eval_mul, eval_add, eval_one, eval_X, eval_C]
    ring
  · simp only [derivative_add, derivative_mul, derivative_one, derivative_C, derivative_X,
      derivative_zero, eval_add, eval_mul, eval_one, eval_zero, eval_X, eval_C]
    linarith
```

Mathlib's `det_one_add_smul` supplies the expansion \(1+t\operatorname{tr}B+q(t)\,t^2\) with a polynomial \(q\), so the \(c\) of the derivation is \(q(0)\). It is used for `A` and, with remainder `r`, for `A * A`. The step `hprod` is the product identity for \(t\) and \(-t\). In `hpoly` the same identity is written between polynomials, with the common factor \(X^2\) taken out. Cancelling this factor and evaluating at zero gives `h0`, which says \(2q(0)-(\operatorname{tr}A)^2=-\operatorname{tr}(A^2)\). This replaces the comparison of coefficients.

## Derivatives along a line

The next theorem is the chain rule for a general twice continuously differentiable function `f` on a normed space.

```lean
/-- Along the line `tA`, the first and second derivatives at `t = 0` of a twice continuously
differentiable function are given by its gradient and Hessian. -/
theorem line_derivatives {E : Type*} [NormedAddCommGroup E] [NormedSpace ℝ E] {f : E → ℝ}
    (hf : ContDiffAt ℝ 2 f 0) (A : E) :
    (∀ᶠ t in 𝓝 (0 : ℝ), DifferentiableAt ℝ (fun s : ℝ => f (s • A)) t) ∧
      HasDerivAt (fun s : ℝ => f (s • A)) (fderiv ℝ f 0 A) 0 ∧
      HasDerivAt (deriv fun s : ℝ => f (s • A)) (fderiv ℝ (fderiv ℝ f) 0 A A) 0 := by
  -- name the line `L t = tA`
  obtain ⟨L, hL⟩ : ∃ L : ℝ → E, ∀ s, L s = s • A := ⟨fun s => s • A, fun _ => rfl⟩
  simp only [← hL]
  have hL0 : L 0 = 0 := by rw [hL, zero_smul]
  have hl : ∀ t : ℝ, HasDerivAt L A t := fun t => by
    rw [show L = fun s => s • A from funext hL]
    simpa using (hasDerivAt_id' t).smul_const A
  have ht : Tendsto L (𝓝 0) (𝓝 0) := by
    have h := (hl 0).continuousAt.tendsto
    rwa [hL0] at h
  have h1 : ∀ᶠ t in 𝓝 (0 : ℝ), HasDerivAt (fun s => f (L s)) (fderiv ℝ f (L t) A) t := by
    filter_upwards [ht.eventually (hf.eventually (by simp))] with t h
    exact (h.differentiableAt (by norm_num)).hasFDerivAt.comp_hasDerivAt t (hl t)
  have hf1 : ContDiffAt ℝ 1 (fderiv ℝ f) 0 := hf.fderiv_right (by norm_num)
  have h2 : HasFDerivAt (fderiv ℝ f) (fderiv ℝ (fderiv ℝ f) 0) (L 0) := by
    rw [hL0]
    exact (hf1.differentiableAt (by norm_num)).hasFDerivAt
  have h3 : HasDerivAt (fun t => fderiv ℝ f (L t)) (fderiv ℝ (fderiv ℝ f) 0 A) 0 :=
    h2.comp_hasDerivAt 0 (hl 0)
  have h4 : HasDerivAt (fun t => fderiv ℝ f (L t) A) (fderiv ℝ (fderiv ℝ f) 0 A A) 0 :=
    (h3.clm_apply (hasDerivAt_const (0 : ℝ) A)).congr_deriv (by simp)
  refine ⟨h1.mono fun t h => h.differentiableAt, ?_, ?_⟩
  · have h := h1.self_of_nhds
    rwa [hL0] at h
  · exact h4.congr_of_eventuallyEq (h1.mono fun t h => h.deriv)
```

Its conclusion has three parts: \(f(tA)\) is differentiable for all \(t\) near zero, its derivative at zero is the gradient applied to `A`, and the derivative of its derivative is the Hessian applied to `A` twice. In the proof, `h1` gives the first derivative throughout a neighbourhood of zero, and `h4` differentiates that expression at zero. The first part is kept for the enthalpy, which is a sum of two functions: where both are differentiable their first derivatives add, and since this holds in a whole neighbourhood of zero, the second derivatives at zero add too.

The volume ratio gets the same three statements, with explicit values.

```lean
/-- Along the line `tA` the volume ratio has first derivative `tr A` and second derivative
`(tr A)² - 2 tr(A²)` at `t = 0`. -/
theorem volumeRatio_derivatives (A : Strain n) :
    (∀ᶠ t in 𝓝 (0 : ℝ), DifferentiableAt ℝ (fun s : ℝ => volumeRatio (s • A)) t) ∧
      HasDerivAt (fun s : ℝ => volumeRatio (s • A)) (trace (mat A)) 0 ∧
      HasDerivAt (deriv fun s : ℝ => volumeRatio (s • A))
        (trace (mat A) ^ 2 - 2 * trace (mat A * mat A)) 0 := by
  obtain ⟨p, hp, p0, p1, p2⟩ := det_line_polynomial ((2 : ℝ) • mat A)
  simp only [Matrix.trace_smul, Matrix.smul_mul, Matrix.mul_smul, smul_eq_mul] at p1 p2
  have hline : (fun s : ℝ => volumeRatio (s • A)) = fun s => √(p.eval s) := by
    funext s
    rw [volumeRatio, show mat (s • A) = s • mat A from rfl, smul_comm, hp]
  rw [hline]
  have hne : p.eval 0 ≠ 0 := by rw [p0]; exact one_ne_zero
  have h1 : ∀ᶠ t in 𝓝 (0 : ℝ), HasDerivAt (fun s => √(p.eval s))
      (p.derivative.eval t / (2 * √(p.eval t))) t :=
    (p.continuous.continuousAt.eventually_ne hne).mono fun t h => (p.hasDerivAt t).sqrt h
  have h2 := (p.derivative.hasDerivAt 0).fun_div
    (((p.hasDerivAt 0).sqrt hne).const_mul 2) (by rw [p0]; simp)
  refine ⟨h1.mono fun t h => h.differentiableAt, h1.self_of_nhds.congr_deriv ?_,
    (h2.congr_of_eventuallyEq (h1.mono fun t h => h.deriv)).congr_deriv ?_⟩
  · rw [p0, p1, Real.sqrt_one]
    ring
  · rw [p0, p1, p2, Real.sqrt_one]
    ring
```

Here `det_line_polynomial` is applied to \(2A\), which produces the factors 2 and 4 in \(p'(0)\) and \(p''(0)\). The step `h1` is the formula \(p'/(2\sqrt p)\), valid near zero because \(p(0)=1\), and `h2` is the quotient rule applied to it. Inserting the values at zero completes both derivatives.

## The second variation and the stability condition

```lean
/-- If `w` has the elastic data `P` and `K`, then along every line `tA` the enthalpy is stationary
at zero strain, with second derivative `K(A,A) + P (tr A)² - 2P tr(A²)`. -/
theorem enthalpy_second_variation {w : Strain n → ℝ} {P : ℝ}
    {K : Strain n →L[ℝ] Strain n →L[ℝ] ℝ} (h : HasElasticData w P K) (A : Strain n) :
    HasDerivAt (fun t : ℝ => enthalpy w P (t • A)) 0 0 ∧
      HasDerivAt (deriv fun t : ℝ => enthalpy w P (t • A))
        (K A A + P * trace (mat A) ^ 2 - 2 * P * trace (mat A * mat A)) 0 := by
  obtain ⟨a, a1, a2⟩ := line_derivatives h.smooth A
  obtain ⟨b, b1, b2⟩ := volumeRatio_derivatives A
  rw [h.gradient] at a1
  rw [h.hessian] at a2
  unfold enthalpy
  constructor
  · -- the pressure work cancels the linear part of the strain energy
    exact (a1.fun_add (b1.const_mul P)).congr_deriv (by ring)
  · refine ((a2.fun_add (b2.const_mul P)).congr_of_eventuallyEq ?_).congr_deriv (by ring)
    filter_upwards [a, b] with t ha hb
    exact (ha.hasDerivAt.fun_add (hb.hasDerivAt.const_mul P)).deriv
```

Read in words: if `w` has the elastic data `P` and `K`, then for every strain `A` the function \(t\mapsto H(tA)\) has derivative zero at \(t=0\), and its derivative function has there the derivative \(K(A,A)+P(\operatorname{tr}A)^2-2P\operatorname{tr}(A^2)\). Stationarity is thus stated line by line. The proof adds the results for `w` and for the volume ratio; the linear terms cancel in the first part, and the `filter_upwards` step justifies adding the first derivatives near zero.

```lean
/-- If `w` has the elastic data `P` and `K`, and the enthalpy has a local minimum at zero strain,
then `K(A,A) + P (tr A)² - 2P tr(A²)` is nonnegative for every strain `A`. -/
theorem stability_necessary {w : Strain n → ℝ} {P : ℝ}
    {K : Strain n →L[ℝ] Strain n →L[ℝ] ℝ} (h : HasElasticData w P K)
    (hmin : IsLocalMin (enthalpy w P) 0) (A : Strain n) :
    0 ≤ K A A + P * trace (mat A) ^ 2 - 2 * P * trace (mat A * mat A) := by
  obtain ⟨h1, h2⟩ := enthalpy_second_variation h A
  rw [← h2.deriv]
  by_contra hneg
  -- a negative second derivative would make the enthalpy constant along the line
  have hmax := isLocalMax_of_deriv_deriv_neg (not_le.mp hneg) h1.deriv h1.continuousAt
  have ht : Tendsto (fun s : ℝ => s • A) (𝓝 0) (𝓝 0) := by
    have hc : Continuous fun s : ℝ => s • A := continuous_id.smul continuous_const
    simpa using hc.tendsto 0
  have hconst : (fun s : ℝ => enthalpy w P (s • A)) =ᶠ[𝓝 0] fun _ => enthalpy w P 0 := by
    filter_upwards [hmax, ht.eventually hmin] with t a b
    rw [zero_smul] at a
    exact le_antisymm a b
  apply hneg
  rw [hconst.deriv.deriv_eq]
  simp

end

end CrystalUnderPressure
```

The hypothesis `hmin` is a local minimum among all strains near zero, not only along one line. The proof follows the argument by contradiction given above: `hmax` is the local maximum that a negative second derivative would force, and `hconst` is the resulting constancy along the line. The condition is necessary for a minimum. It concerns homogeneous strain only, so a crystal that satisfies it may still be unstable against a phonon of finite wavelength.

```lean
#print axioms CrystalUnderPressure.enthalpy_second_variation
-- 'CrystalUnderPressure.enthalpy_second_variation' depends on axioms: [propext, Classical.choice, Quot.sound]
#print axioms CrystalUnderPressure.stability_necessary
-- 'CrystalUnderPressure.stability_necessary' depends on axioms: [propext, Classical.choice, Quot.sound]
```

## The same curvature in terms of a symmetric stretch

The strain could also have been modelled by a symmetric matrix \(\varepsilon\) with \(F=I+\varepsilon\), which is how strained cells are often generated. Then \(\eta=\varepsilon+\tfrac12\varepsilon^2\), and the volume ratio near zero is \(\det(I+\varepsilon)\), without a square root. Along \(\varepsilon=tA\) the quadratic part of \(\eta\) meets the nonzero gradient of \(w\), and the energy has the second derivative

\[
\tilde K(A,A)=K(A,A)-P\operatorname{tr}(A^2).
\]

The volume term contributes \(P(\operatorname{tr}A)^2-P\operatorname{tr}(A^2)\), so the second derivative of the enthalpy is the same number as before. What changes is the correction to the fitted curvature: \(\tilde K(A,A)\) needs \(-P\operatorname{tr}(A^2)\) where \(K(A,A)\) needs \(-2P\operatorname{tr}(A^2)\). Before correcting a fit, one therefore has to know which strain measure its amplitude \(t\) refers to. In Lean, this version would take the volume derivatives directly from `det_line_polynomial`, and `HasElasticData` would hold \(\tilde K\) in place of \(K\).
